# Step profiles with fixed mean and bounded overpotential form a simplex

An oxidation runs through two one-electron steps with free energies $G_1$ and $G_2$, in eV at zero electrode potential. Thermodynamics fixes their mean at $U_0$, the equilibrium potential in volts. Assume that the electrode potential changes only the energy of the transferred electron. At potential $U$ each step then costs $G_i-U$, so all steps are downhill or level once $U$ reaches the largest $G_i$. For which profiles is an overpotential $h>0$ enough for that?

Write $G_1=U_0+t$ and $G_2=U_0-t$. The condition is $|t|\le h$, a segment with ends $(U_0-h,\,U_0+h)$ and $(U_0+h,\,U_0-h)$. The steps lie $h-t$ and $h+t$ below the ceiling $U_0+h$. Divided by their sum $2h$, these deficits are the weights of the two ends in the mixture that gives $G$.

The problems below treat $n$ steps, each again transferring one electron. In Lean they are labelled by a finite type `ι`, with $n$ = `Fintype.card ι`, and a profile is a function `G : ι → ℝ`.

```lean
import Mathlib

open Finset

namespace OverpotentialSimplex

noncomputable section

variable {ι : Type*} [Fintype ι]
```

The set `admissible U₀ h` fixes the mean through the sum of the steps and imposes the ceiling. Taking the largest step as the measure of the required potential neglects activation barriers; no hypothesis supplies that link to a real electrode.

```lean
/-- The step profiles with mean `U₀` in which every step is at most `U₀ + h`.
The mean is fixed through the sum of the steps. -/
def admissible (U₀ h : ℝ) : Set (ι → ℝ) :=
  {G | ∑ i, G i = (Fintype.card ι : ℝ) * U₀ ∧ ∀ i, G i ≤ U₀ + h}
```

`share` divides the deficit of one step by $nh$, which by part (a) is the total deficit of an admissible profile.

```lean
/-- The deficit of step `k` below the ceiling `U₀ + h`, divided by `n h` for `n` steps. If `h ≠ 0`
and `G` has mean `U₀`, this is the share of step `k` in the total deficit. -/
def share (U₀ h : ℝ) (G : ι → ℝ) (k : ι) : ℝ :=
  (U₀ + h - G k) / ((Fintype.card ι : ℝ) * h)
```

## (a) The total deficit

Show that the deficits of an admissible profile satisfy
$$\sum_i (U_0+h-G_i)=nh.$$

**Solution.** The constant terms give $n(U_0+h)$ and the steps give $nU_0$; subtract. The rewrites in Lean split the sum in the same way.

```lean
/-- In an admissible profile of `n` steps the deficits below the ceiling `U₀ + h`
add up to `n h`. -/
theorem sum_deficit {U₀ h : ℝ} {G : ι → ℝ} (hG : G ∈ admissible U₀ h) :
    ∑ i, (U₀ + h - G i) = (Fintype.card ι : ℝ) * h := by
  rw [Finset.sum_sub_distrib, hG.1, Finset.sum_const, Finset.card_univ, nsmul_eq_mul]
  ring
```

## (b) A floor under every step

Show that the ceiling and the mean together imply
$$G_k\ge U_0-(n-1)h.$$

**Solution.** All deficits are non-negative, so one of them is at most their sum: $U_0+h-G_k\le nh$. Rearrange. `Finset.single_le_sum` provides the inequality.

```lean
/-- No step of an admissible profile of `n` steps lies below `U₀ - (n - 1) h`. -/
theorem floor_le {U₀ h : ℝ} {G : ι → ℝ} (hG : G ∈ admissible U₀ h) (k : ι) :
    U₀ - ((Fintype.card ι : ℝ) - 1) * h ≤ G k := by
  -- one deficit is at most the sum of all deficits
  have h1 : U₀ + h - G k ≤ ∑ i, (U₀ + h - G i) :=
    Finset.single_le_sum (f := fun i => U₀ + h - G i)
      (fun i _ => sub_nonneg.mpr (hG.2 i)) (Finset.mem_univ k)
  rw [sum_deficit hG] at h1
  linarith
```

Let $V^{(k)}$, in Lean `vertex U₀ h k`, be the profile with step $k$ at this floor and all others at the ceiling.

```lean
variable [DecidableEq ι]

/-- The profile of `n` steps with step `k` at `U₀ - (n - 1) h` and all others at `U₀ + h`. -/
def vertex (U₀ h : ℝ) (k : ι) : ι → ℝ :=
  fun i => if i = k then U₀ - ((Fintype.card ι : ℝ) - 1) * h else U₀ + h
```

## (c) A profile that touches the floor

Let $G$ be admissible. Show that
$$G_k=U_0-(n-1)h\ \Rightarrow\ G=V^{(k)}.$$

**Solution.** Step $k$ has deficit $nh$, the whole total. The other deficits are non-negative and sum to zero, so each vanishes. Lean separates step $k$ from the sum with `Finset.add_sum_erase` and bounds any other deficit by the remainder.

```lean
/-- An admissible profile whose step `k` sits at the floor `U₀ - (n - 1) h` has all its
other steps at the ceiling `U₀ + h`. -/
theorem eq_vertex_of_floor {U₀ h : ℝ} {G : ι → ℝ} (hG : G ∈ admissible U₀ h) (k : ι)
    (hk : G k = U₀ - ((Fintype.card ι : ℝ) - 1) * h) : G = vertex U₀ h k := by
  ext i
  by_cases hik : i = k
  · subst hik
    simp only [vertex, if_true]
    exact hk
  · simp only [vertex, if_neg hik]
    -- step k uses up the whole deficit, so nothing is left for step i
    have h1 : U₀ + h - G i ≤ ∑ j ∈ Finset.univ.erase k, (U₀ + h - G j) :=
      Finset.single_le_sum (f := fun j => U₀ + h - G j)
        (fun j _ => sub_nonneg.mpr (hG.2 j))
        (Finset.mem_erase.mpr ⟨hik, Finset.mem_univ i⟩)
    have h2 := Finset.add_sum_erase Finset.univ (fun j => U₀ + h - G j) (Finset.mem_univ k)
    have h3 := sum_deficit hG
    have h4 := hG.2 i
    linarith
```

## (d) The vertices are admissible

For $h\ge 0$, show that
$$\sum_i V^{(k)}_i=nU_0,\qquad V^{(k)}_i\le U_0+h.$$

**Solution.** Write $V^{(k)}_i=U_0+h-nh\,\delta_{ik}$. The sum is $n(U_0+h)-nh=nU_0$, and the subtracted term is non-negative. The auxiliary equation `e` is this rewriting.

```lean
/-- For `h ≥ 0` each vertex profile has mean `U₀` and no step above `U₀ + h`. -/
theorem vertex_mem {U₀ h : ℝ} (hh : 0 ≤ h) (k : ι) :
    vertex U₀ h k ∈ admissible U₀ h := by
  have hc : 0 ≤ (Fintype.card ι : ℝ) * h := mul_nonneg (Nat.cast_nonneg _) hh
  have e : ∀ i, vertex U₀ h k i
      = (U₀ + h) - (if i = k then (Fintype.card ι : ℝ) * h else 0) := by
    intro i
    unfold vertex
    split_ifs <;> ring
  constructor
  · simp only [e]
    rw [Finset.sum_sub_distrib, Finset.sum_ite_eq', if_pos (Finset.mem_univ k),
      Finset.sum_const, Finset.card_univ, nsmul_eq_mul]
    ring
  · intro i
    rw [e i]
    split_ifs <;> linarith
```

## (e) Mixing the vertices

For real weights with $\sum_k w_k=1$, show that
$$\sum_k w_kV^{(k)}_i=U_0+h-nh\,w_i.$$

**Solution.** Insert the formula from (d). The constant is multiplied by $\sum_k w_k=1$, and the delta keeps only $k=i$.

```lean
/-- In a mixture of the `n` vertex profiles with weights `w` of sum one, step `i` lies
`n h w i` below the ceiling `U₀ + h`. -/
theorem mixture_apply (U₀ h : ℝ) (w : ι → ℝ) (hw : ∑ k, w k = 1) (i : ι) :
    ∑ k, w k * vertex U₀ h k i = U₀ + h - (Fintype.card ι : ℝ) * h * w i := by
  have e : ∀ k, w k * vertex U₀ h k i
      = w k * (U₀ + h) - (if i = k then (Fintype.card ι : ℝ) * h * w k else 0) := by
    intro k
    unfold vertex
    split_ifs <;> ring
  simp only [e]
  rw [Finset.sum_sub_distrib, ← Finset.sum_mul, hw, Finset.sum_ite_eq,
    if_pos (Finset.mem_univ i), one_mul]
```

## (f) The weights are unique

For $h>0$, $n\ge1$ and weights of sum one, show that
$$\sum_k w_kV^{(k)}=G\iff w_k=\frac{U_0+h-G_k}{nh}\ \text{ for all }k.$$

**Solution.** By (e), the left side says $G_k=U_0+h-nh\,w_k$ for every $k$. Solve for $w_k$, using $nh>0$. Lean does this once in each direction. Uniqueness is what makes the hull in (g) a simplex.

```lean
/-- For `h > 0` and a non-empty set of `n` steps, weights of sum one mix the vertex profiles into
`G` exactly when each weight is the deficit of its step in `G` below `U₀ + h`, divided by `n h`. -/
theorem mixture_eq_iff [Nonempty ι] {U₀ h : ℝ} (hh : 0 < h) (G w : ι → ℝ)
    (hw : ∑ k, w k = 1) :
    ∑ k, w k • vertex U₀ h k = G ↔ ∀ k, w k = share U₀ h G k := by
  have hc : 0 < (Fintype.card ι : ℝ) * h :=
    mul_pos (Nat.cast_pos.mpr Fintype.card_pos) hh
  constructor
  · intro e k
    have hk := congrFun e k
    simp only [Finset.sum_apply, Pi.smul_apply, smul_eq_mul] at hk
    rw [mixture_apply U₀ h w hw k] at hk
    unfold share
    rw [eq_div_iff hc.ne']
    linear_combination -hk
  · intro e
    ext k
    simp only [Finset.sum_apply, Pi.smul_apply, smul_eq_mul]
    rw [mixture_apply U₀ h w hw k]
    have hk := e k
    unfold share at hk
    rw [eq_div_iff hc.ne'] at hk
    linear_combination -hk
```

## (g) The whole set

For $h>0$ and $n\ge1$, show that
$$\{G \text{ admissible}\}=\operatorname{conv}\{V^{(k)}\}.$$

**Solution.** If $G$ is admissible, its shares are non-negative and, by (a), sum to one; by (f) they mix the vertices into $G$. Conversely, the vertices are admissible by (d). If $x,y$ are admissible, $a,b\ge0$ and $a+b=1$, then $ax+by$ has sum $(a+b)nU_0=nU_0$ and steps at most $(a+b)(U_0+h)=U_0+h$. So the set is convex and contains the hull. `Set.Subset.antisymm` joins the two inclusions.

For $n=1$ the set is the single profile $G=U_0$. When step energies come from electronic-structure calculations, the result delimits the profiles compatible with a target overpotential in this barrier-free model.

```lean
/-- For `h > 0` and a non-empty set of `n` steps, the profiles with mean `U₀` and every step
at most `U₀ + h` form exactly the convex hull of the `n` profiles that have one step at
`U₀ - (n - 1) h` and all others at `U₀ + h`. -/
theorem admissible_eq_convexHull [Nonempty ι] {U₀ h : ℝ} (hh : 0 < h) :
    (admissible U₀ h : Set (ι → ℝ)) = convexHull ℝ (Set.range (vertex U₀ h)) := by
  have hc : 0 < (Fintype.card ι : ℝ) * h :=
    mul_pos (Nat.cast_pos.mpr Fintype.card_pos) hh
  apply Set.Subset.antisymm
  · -- the deficit shares are the weights of the mixture
    intro G hG
    have hs : ∑ k, share U₀ h G k = 1 := by
      unfold share
      rw [← Finset.sum_div, sum_deficit hG, div_self hc.ne']
    rw [← (mixture_eq_iff hh G (share U₀ h G) hs).mpr (fun _ => rfl)]
    exact (convex_convexHull ℝ _).sum_mem
      (fun k _ => div_nonneg (sub_nonneg.mpr (hG.2 k)) hc.le) hs
      (fun k _ => subset_convexHull ℝ _ (Set.mem_range_self k))
  · -- the admissible set is convex and contains the vertices
    apply convexHull_min
    · rintro _ ⟨k, rfl⟩
      exact vertex_mem hh.le k
    · intro x hx y hy a b ha hb hab
      constructor
      · simp only [Pi.add_apply, Pi.smul_apply, smul_eq_mul]
        rw [Finset.sum_add_distrib, ← Finset.mul_sum, ← Finset.mul_sum, hx.1, hy.1]
        linear_combination (Fintype.card ι : ℝ) * U₀ * hab
      · intro i
        simp only [Pi.add_apply, Pi.smul_apply, smul_eq_mul]
        calc a * x i + b * y i ≤ a * (U₀ + h) + b * (U₀ + h) :=
              add_le_add (mul_le_mul_of_nonneg_left (hx.2 i) ha)
                (mul_le_mul_of_nonneg_left (hy.2 i) hb)
          _ = U₀ + h := by linear_combination (U₀ + h) * hab
```

## (h) The extreme points

Under the same conditions, show that
$$\operatorname{ext}\{G\text{ admissible}\}=\{V^{(k)}\}.$$

**Solution.** Let $G=\sum_k w_kV^{(k)}$ be extreme. If some $w_k=1$, then $G=V^{(k)}$. Otherwise some $0<w_k<1$, and $G$ is a proper mixture of $V^{(k)}$ and an admissible remainder, so again $G=V^{(k)}$. Mathlib's `extremePoints_convexHull_subset` covers this direction.

Conversely, let $V^{(k)}=ax+by$ with $x,y$ admissible, $a,b>0$ and $a+b=1$. By (b), neither $x_k$ nor $y_k$ is below the floor, yet their mixture equals it. Hence $x_k$ is at the floor, and (c) gives $x=V^{(k)}$; the same holds for $y$.

```lean
/-- For `h > 0` and a non-empty set of steps, the admissible profiles that are not a proper
mixture of other admissible profiles are exactly the vertex profiles. -/
theorem extremePoints_admissible [Nonempty ι] {U₀ h : ℝ} (hh : 0 < h) :
    (admissible U₀ h : Set (ι → ℝ)).extremePoints ℝ = Set.range (vertex U₀ h) := by
  apply Set.Subset.antisymm
  · rw [admissible_eq_convexHull hh]
    exact extremePoints_convexHull_subset
  · rintro _ ⟨k, rfl⟩
    rw [mem_extremePoints_iff_left]
    refine ⟨vertex_mem hh.le k, ?_⟩
    rintro x hx y hy ⟨a, b, ha, hb, hab, e⟩
    apply eq_vertex_of_floor hx k
    -- a mixture reaches the floor only if both parts do
    have hk := congrFun e k
    simp only [Pi.add_apply, Pi.smul_apply, smul_eq_mul, vertex, if_true] at hk
    have hxk := floor_le hx k
    have hyk := mul_le_mul_of_nonneg_left (floor_le hy k) hb.le
    apply le_antisymm _ hxk
    apply le_of_mul_le_mul_left _ ha
    linear_combination hyk + hk - (U₀ - ((Fintype.card ι : ℝ) - 1) * h) * hab

end

end OverpotentialSimplex
```

```lean
#print axioms OverpotentialSimplex.admissible_eq_convexHull
#print axioms OverpotentialSimplex.extremePoints_admissible
```

```
'OverpotentialSimplex.admissible_eq_convexHull' depends on axioms: [propext, Classical.choice, Quot.sound]
'OverpotentialSimplex.extremePoints_admissible' depends on axioms: [propext, Classical.choice, Quot.sound]
```
